# Wick's four-point formula holds in every normalized state vector of two fermion modes

## Fock space and operators

Two fermion modes have annihilators $a_1, a_2$, creators $a_1^\dagger, a_2^\dagger$ and an empty state $\Omega$. The Fock space is $\mathbb C^4$ with the ordered basis $\Omega,\ a_1^\dagger\Omega,\ a_2^\dagger\Omega,\ a_1^\dagger a_2^\dagger\Omega$, numbered $0,1,2,3$. A state vector $\psi$ has amplitudes $c_0,\dots,c_3$, written `ψ 0` to `ψ 3` in Lean. We put $P_k=|c_k|^2$ and $S=\psi^\dagger\psi=P_0+P_1+P_2+P_3$.

```lean
import Mathlib

open Matrix

namespace TwoModeWick

noncomputable section
```

The operator $a_1$ sends basis state 1 to state 0 and state 3 to state 2.

```lean
/-- Jordan-Wigner annihilator of mode 1 in the basis `Ω, a₁†Ω, a₂†Ω, a₁†a₂†Ω`. -/
def a1 : Matrix (Fin 4) (Fin 4) ℂ := !![0, 1, 0, 0; 0, 0, 0, 0; 0, 0, 0, 1; 0, 0, 0, 0]
```

The operator $a_2$ sends state 2 to state 0. On state 3 it has to pass $a_1^\dagger$, so $a_2a_1^\dagger a_2^\dagger\Omega=-a_1^\dagger\Omega$, which is the Jordan-Wigner sign.

```lean
/-- Jordan-Wigner annihilator of mode 2, with the sign from passing mode 1. -/
def a2 : Matrix (Fin 4) (Fin 4) ℂ := !![0, 0, 1, 0; 0, 0, 0, -1; 0, 0, 0, 0; 0, 0, 0, 0]
```

The creators are the conjugate transposes `a1ᴴ` and `a2ᴴ`, and the number operators are $n_i=a_i^\dagger a_i$.

```lean
/-- Number operator `n₁ = a₁†a₁`. -/
def n1 : Matrix (Fin 4) (Fin 4) ℂ := a1ᴴ * a1

/-- Number operator `n₂ = a₂†a₂`. -/
def n2 : Matrix (Fin 4) (Fin 4) ℂ := a2ᴴ * a2
```

The even-parity state is $u\Omega+v\,a_1^\dagger a_2^\dagger\Omega$ with complex $u,v$, built by letting the creators act on $\Omega$.

```lean
/-- The empty state `Ω`. -/
def vac : Fin 4 → ℂ := ![1, 0, 0, 0]

/-- The even-parity state `u Ω + v a₁†a₂†Ω`. -/
def evenState (u v : ℂ) : Fin 4 → ℂ := u • vac + v • ((a1ᴴ * a2ᴴ) *ᵥ vac)
```

For a $4\times4$ matrix $A$ we write $\langle A\rangle=\psi^\dagger A\psi$. The definition does not divide by $S$, so it is an expectation value when $S=1$, that is, when the four occupation probabilities $P_k$ add up to one.

```lean
/-- The matrix element `⟨ψ|A|ψ⟩`. -/
def ev (ψ : Fin 4 → ℂ) (A : Matrix (Fin 4) (Fin 4) ℂ) : ℂ := star ψ ⬝ᵥ A *ᵥ ψ
```

A linear fermion operator is fixed by a coefficient vector $w=(w_0,w_1,w_2,w_3)\in\mathbb C^4$:
$$b_w=w_0a_1+w_1a_2+w_2a_1^\dagger+w_3a_2^\dagger .$$

```lean
/-- The linear fermion operator `w₀ a₁ + w₁ a₂ + w₂ a₁† + w₃ a₂†`. -/
def mode (w : Fin 4 → ℂ) : Matrix (Fin 4) (Fin 4) ℂ :=
  w 0 • a1 + w 1 • a2 + w 2 • a1ᴴ + w 3 • a2ᴴ
```

Squared moduli are turned into products $|z|^2=\bar z z$, where `star` is complex conjugation, so that later steps become polynomial algebra.

```lean
/-- The squared modulus of an amplitude is `z̄ z`. -/
theorem norm_sq_eq (z : ℂ) : (‖z‖ : ℂ) ^ 2 = star z * z := by
  rw [mul_comm, Complex.star_def, Complex.mul_conj, Complex.normSq_eq_norm_sq,
    Complex.ofReal_pow]
```

## Anticommutation and action on amplitudes

Multiplying the matrices gives $a_1^2=a_2^2=0$, $\{a_1,a_2\}=0$, $\{a_i,a_i^\dagger\}=1$ and $\{a_1,a_2^\dagger\}=0$, with $\{A,B\}=AB+BA$. The remaining canonical relations are the adjoints of these. The theorem `car` compares all entries; it shows that the matrices represent fermions, and the later Lean proofs do not call it.

```lean
/-- The matrices `a₁, a₂` obey the canonical anticommutation relations. -/
theorem car :
    a1 * a1 = 0 ∧ a2 * a2 = 0 ∧ a1 * a2 + a2 * a1 = 0 ∧ a1 * a1ᴴ + a1ᴴ * a1 = 1 ∧
      a2 * a2ᴴ + a2ᴴ * a2 = 1 ∧ a1 * a2ᴴ + a2ᴴ * a1 = 0 := by
  refine ⟨?_, ?_, ?_, ?_, ?_, ?_⟩ <;> ext i j <;> fin_cases i <;> fin_cases j <;>
    simp only [Matrix.add_apply, Matrix.mul_apply, Fin.sum_univ_four, conjTranspose_apply] <;>
    simp [a1, a2]
```

Reading off the rows of the matrices,
$$a_1\psi=(c_1,0,c_3,0),\quad a_2\psi=(c_2,-c_3,0,0),\quad a_1^\dagger\psi=(0,c_0,0,c_2),\quad a_2^\dagger\psi=(0,0,c_0,-c_1).$$
For $\psi=\Omega=(1,0,0,0)$ the first two formulas give $a_1\Omega=a_2\Omega=0$.

```lean
/-- Action of the four ladder operators on the amplitudes of a state. -/
theorem ladder_action (ψ : Fin 4 → ℂ) :
    a1 *ᵥ ψ = ![ψ 1, 0, ψ 3, 0] ∧ a2 *ᵥ ψ = ![ψ 2, -ψ 3, 0, 0] ∧
      a1ᴴ *ᵥ ψ = ![0, ψ 0, 0, ψ 2] ∧ a2ᴴ *ᵥ ψ = ![0, 0, ψ 0, -ψ 1] := by
  refine ⟨?_, ?_, ?_, ?_⟩ <;> ext i <;> fin_cases i <;>
    simp [a1, a2, Matrix.mulVec, dotProduct, Fin.sum_univ_four, conjTranspose_apply]
```

## The density identity

Applying these rules twice, $n_1\psi=(0,c_1,0,c_3)$ and $n_2\psi=(0,0,c_2,c_3)$, hence $n_1n_2\psi=(0,0,0,c_3)$. Acting on $a_2\psi=(c_2,-c_3,0,0)$, the creator $a_1^\dagger$ gives $(0,c_2,0,0)$ and the annihilator $a_1$ gives $(-c_3,0,0,0)$. Contracting with $\psi^\dagger$,
$$\langle n_1n_2\rangle=P_3,\quad \langle n_1\rangle=P_1+P_3,\quad \langle n_2\rangle=P_2+P_3,\quad \langle a_1^\dagger a_2\rangle=\bar c_1c_2,\quad \langle a_1a_2\rangle=-\bar c_0c_3 .$$
In the proof, `Matrix.mulVec_mulVec` used backwards makes each operator product act one factor at a time, and `h1` to `h4` are the four rules.

```lean
/-- The correlators `⟨n₁n₂⟩, ⟨n₁⟩, ⟨n₂⟩, ⟨a₁†a₂⟩, ⟨a₁a₂⟩` in terms of the amplitudes. -/
theorem correlators (ψ : Fin 4 → ℂ) :
    ev ψ (n1 * n2) = star (ψ 3) * ψ 3 ∧
      ev ψ n1 = star (ψ 1) * ψ 1 + star (ψ 3) * ψ 3 ∧
      ev ψ n2 = star (ψ 2) * ψ 2 + star (ψ 3) * ψ 3 ∧
      ev ψ (a1ᴴ * a2) = star (ψ 1) * ψ 2 ∧
      ev ψ (a1 * a2) = -(star (ψ 0) * ψ 3) := by
  have h1 := fun φ => (ladder_action φ).1
  have h2 := fun φ => (ladder_action φ).2.1
  have h3 := fun φ => (ladder_action φ).2.2.1
  have h4 := fun φ => (ladder_action φ).2.2.2
  refine ⟨?_, ?_, ?_, ?_, ?_⟩ <;>
    simp only [ev, n1, n2, ← Matrix.mulVec_mulVec, h1, h2, h3, h4] <;>
    simp [dotProduct, Fin.sum_univ_four]
```

The combination of two-point values is
$$(P_1+P_3)(P_2+P_3)-P_1P_2+P_0P_3=P_3\,(P_0+P_1+P_2+P_3)=P_3S .$$
For $S=1$ this equals $P_3$, so
$$\langle n_1n_2\rangle=\langle n_1\rangle\langle n_2\rangle-|\langle a_1^\dagger a_2\rangle|^2+|\langle a_1a_2\rangle|^2 .$$
The theorem `wick_density` states this for every $\psi$ with `star ψ ⬝ᵥ ψ = 1`, with no assumption on parity, as an equation between complex numbers in which the real norms are cast to $\mathbb C$. The difference of the two sides is $-P_3(S-1)$, which is the multiple of `hψ` given to `linear_combination`.

```lean
/-- For every normalized two-mode state vector,
`⟨n₁n₂⟩ = ⟨n₁⟩⟨n₂⟩ - |⟨a₁†a₂⟩|² + |⟨a₁a₂⟩|²`. -/
theorem wick_density (ψ : Fin 4 → ℂ) (hψ : star ψ ⬝ᵥ ψ = 1) :
    ev ψ (n1 * n2) = ev ψ n1 * ev ψ n2
      - (‖ev ψ (a1ᴴ * a2)‖ : ℂ) ^ 2 + (‖ev ψ (a1 * a2)‖ : ℂ) ^ 2 := by
  obtain ⟨c1, c2, c3, c4, c5⟩ := correlators ψ
  rw [norm_sq_eq, norm_sq_eq, c1, c2, c3, c4, c5]
  simp only [dotProduct, Fin.sum_univ_four, Pi.star_apply] at hψ
  simp only [star_mul, star_neg, star_star]
  -- the right side is the double occupancy times the squared norm
  linear_combination (-(star (ψ 3) * ψ 3)) * hψ
```

## The even state

Since $a_2^\dagger\Omega=(0,0,1,0)$ and $a_1^\dagger$ maps this to $(0,0,0,1)$, the even state has amplitudes $(u,0,0,v)$.

```lean
/-- The even state has amplitude `u` on the empty and `v` on the doubly filled basis state. -/
theorem evenState_eq (u v : ℂ) : evenState u v = ![u, 0, 0, v] := by
  have h3 := fun φ => (ladder_action φ).2.2.1
  have h4 := fun φ => (ladder_action φ).2.2.2
  simp only [evenState, ← Matrix.mulVec_mulVec, h3, h4]
  ext i
  fin_cases i <;> simp [vac]
```

Its squared norm is $|u|^2+|v|^2$, so the hypothesis `h` is normalization and the identity is a special case of the general one. Explicitly $\langle n_1\rangle=\langle n_2\rangle=\langle n_1n_2\rangle=|v|^2$, $\langle a_1^\dagger a_2\rangle=0$ and $\langle a_1a_2\rangle=-\bar uv$, and the claim reads $|v|^2=|v|^4+|u|^2|v|^2$. The proof applies `wick_density` and computes the norm in `hn`.

```lean
/-- For `ψ = u Ω + v a₁†a₂†Ω` with `|u|² + |v|² = 1`,
`⟨n₁n₂⟩ = ⟨n₁⟩⟨n₂⟩ - |⟨a₁†a₂⟩|² + |⟨a₁a₂⟩|²`. -/
theorem wick_density_even (u v : ℂ) (h : ‖u‖ ^ 2 + ‖v‖ ^ 2 = 1) :
    ev (evenState u v) (n1 * n2) = ev (evenState u v) n1 * ev (evenState u v) n2
      - (‖ev (evenState u v) (a1ᴴ * a2)‖ : ℂ) ^ 2
      + (‖ev (evenState u v) (a1 * a2)‖ : ℂ) ^ 2 := by
  apply wick_density
  have hn : star (evenState u v) ⬝ᵥ evenState u v = star u * u + star v * v := by
    rw [evenState_eq]
    simp [dotProduct, Fin.sum_univ_four]
  rw [hn, ← norm_sq_eq, ← norm_sq_eq]
  exact_mod_cast h
```

In mean-field language the three terms are the direct, exchange and pairing contractions, and the even state has the form of a single pair factor of a BCS wavefunction; the factorization shown here is exact for a pure state of one isolated pair of modes.

## Four arbitrary linear operators

Adding the four ladder rules with weights $w_0,\dots,w_3$ gives
$$b_w\psi=(w_0c_1+w_1c_2,\ \ w_2c_0-w_1c_3,\ \ w_3c_0+w_0c_3,\ \ w_2c_2-w_3c_1).$$

```lean
/-- Action of a linear fermion operator on the amplitudes of a state. -/
theorem mode_action (w ψ : Fin 4 → ℂ) :
    (mode w *ᵥ ψ) 0 = w 0 * ψ 1 + w 1 * ψ 2 ∧ (mode w *ᵥ ψ) 1 = w 2 * ψ 0 - w 1 * ψ 3 ∧
      (mode w *ᵥ ψ) 2 = w 3 * ψ 0 + w 0 * ψ 3 ∧
      (mode w *ᵥ ψ) 3 = w 2 * ψ 2 - w 3 * ψ 1 := by
  refine ⟨?_, ?_, ?_, ?_⟩ <;>
    simp [mode, a1, a2, Matrix.mulVec, dotProduct, Fin.sum_univ_four, conjTranspose_apply] <;>
    ring
```

For coefficient vectors $p,q,r,s\in\mathbb C^4$ define
$$F(p,q,r,s)=\langle b_pb_qb_rb_s\rangle S-\langle b_pb_q\rangle\langle b_rb_s\rangle+\langle b_pb_r\rangle\langle b_qb_s\rangle-\langle b_pb_s\rangle\langle b_qb_r\rangle .$$
The claim is $F=0$. The canonical relations give $\{b_p,b_q\}=g(p,q)\,1$ with $g(p,q)=p_0q_2+p_2q_0+p_1q_3+p_3q_1$. In $F(p,q,r,s)+F(q,p,r,s)$ the four-point terms add to $g(p,q)\langle b_rb_s\rangle S$, the first products add to $-g(p,q)S\langle b_rb_s\rangle$, and the other four products cancel in pairs, so the sum vanishes. Exchanging $q$ with $r$, the four-point terms give $g(q,r)\langle b_pb_s\rangle S$ and the last products cancel it; exchanging $r$ with $s$, they give $g(r,s)\langle b_pb_q\rangle S$ and the first products cancel it. Thus $F$ is linear in each argument and totally antisymmetric on a four-dimensional space, so it is a multiple of the determinant of $(p,q,r,s)$, fixed by its value on one basis. Taking the operators $a_1^\dagger,a_1,a_2^\dagger,a_2$ in this order,
$$F=\langle n_1n_2\rangle S-\langle n_1\rangle\langle n_2\rangle+\langle a_1^\dagger a_2^\dagger\rangle\langle a_1a_2\rangle-\langle a_1^\dagger a_2\rangle\langle a_1a_2^\dagger\rangle .$$
Here $\langle a_1^\dagger a_2^\dagger\rangle=\overline{\langle a_2a_1\rangle}=-\overline{\langle a_1a_2\rangle}$ and $\langle a_1a_2^\dagger\rangle=-\langle a_2^\dagger a_1\rangle=-\overline{\langle a_1^\dagger a_2\rangle}$, which fixes the signs in the density identity and gives $F=P_3S-P_3S=0$.

The theorem `wick_four_point` says that for every normalized $\psi$ and all $p,q,r,s$,
$$\langle b_pb_qb_rb_s\rangle=\langle b_pb_q\rangle\langle b_rb_s\rangle-\langle b_pb_r\rangle\langle b_qb_s\rangle+\langle b_pb_s\rangle\langle b_qb_r\rangle .$$
The right side is the Pfaffian of the antisymmetric $4\times4$ matrix whose upper entries are the ordered two-point values, written out term by term. The Lean proof reaches $F=0$ by expansion and does not go through antisymmetry: `key` applies `mode_action` repeatedly, and `ring` compares two polynomials in the coefficients, the amplitudes and their conjugates. The last line sets $S=1$.

```lean
/-- For every normalized two-mode state vector and any four linear fermion operators,
`⟨b₁b₂b₃b₄⟩ = ⟨b₁b₂⟩⟨b₃b₄⟩ - ⟨b₁b₃⟩⟨b₂b₄⟩ + ⟨b₁b₄⟩⟨b₂b₃⟩`. -/
theorem wick_four_point (ψ : Fin 4 → ℂ) (hψ : star ψ ⬝ᵥ ψ = 1) (p q r s : Fin 4 → ℂ) :
    ev ψ (mode p * mode q * mode r * mode s) =
      ev ψ (mode p * mode q) * ev ψ (mode r * mode s)
        - ev ψ (mode p * mode r) * ev ψ (mode q * mode s)
        + ev ψ (mode p * mode s) * ev ψ (mode q * mode r) := by
  have h0 := fun w φ => (mode_action w φ).1
  have h1 := fun w φ => (mode_action w φ).2.1
  have h2 := fun w φ => (mode_action w φ).2.2.1
  have h3 := fun w φ => (mode_action w φ).2.2.2
  -- homogeneous form, a polynomial identity in the amplitudes and their conjugates
  have key : ev ψ (mode p * mode q * mode r * mode s) * (star ψ ⬝ᵥ ψ) =
      ev ψ (mode p * mode q) * ev ψ (mode r * mode s)
        - ev ψ (mode p * mode r) * ev ψ (mode q * mode s)
        + ev ψ (mode p * mode s) * ev ψ (mode q * mode r) := by
    simp only [ev, ← Matrix.mulVec_mulVec, dotProduct, Fin.sum_univ_four, Pi.star_apply,
      h0, h1, h2, h3]
    ring
  rwa [hψ, mul_one] at key
```

## Odd correlators and parity

The formula for $b_w\psi$ shows that components 0 and 3 depend only on $c_1,c_2$, and components 1 and 2 only on $c_0,c_3$. Each $b_w$ therefore exchanges the even sector (states 0, 3) with the odd sector (states 1, 2). One or three operators carry $(u,0,0,v)$ into the odd sector, which is orthogonal to it, so $\langle b_p\rangle=0$ and $\langle b_pb_qb_r\rangle=0$. The theorem holds for all $u,v$, normalized or not; after the substitution of `mode_action`, every term contains a zero amplitude and `simp` removes it.

```lean
/-- In the state `u Ω + v a₁†a₂†Ω` the one- and three-point functions of linear fermion
operators vanish. -/
theorem odd_correlators_even (u v : ℂ) (p q r : Fin 4 → ℂ) :
    ev (evenState u v) (mode p) = 0 ∧
      ev (evenState u v) (mode p * mode q * mode r) = 0 := by
  have h0 := fun w φ => (mode_action w φ).1
  have h1 := fun w φ => (mode_action w φ).2.1
  have h2 := fun w φ => (mode_action w φ).2.2.1
  have h3 := fun w φ => (mode_action w φ).2.2.2
  rw [evenState_eq]
  -- an odd string of operators moves the state into the odd sector
  constructor <;>
    simp only [ev, ← Matrix.mulVec_mulVec, dotProduct, Fin.sum_univ_four, Pi.star_apply,
      h0, h1, h2, h3] <;>
    simp

end

end TwoModeWick
```

```lean
#print axioms TwoModeWick.car
-- 'TwoModeWick.car' depends on axioms: [propext, Classical.choice, Quot.sound]
#print axioms TwoModeWick.wick_density_even
-- 'TwoModeWick.wick_density_even' depends on axioms: [propext, Classical.choice, Quot.sound]
#print axioms TwoModeWick.wick_four_point
-- 'TwoModeWick.wick_four_point' depends on axioms: [propext, Classical.choice, Quot.sound]
#print axioms TwoModeWick.odd_correlators_even
-- 'TwoModeWick.odd_correlators_even' depends on axioms: [propext, Classical.choice, Quot.sound]
```

## Relation to Wick's theorem, and the odd sector

Wick's theorem for free-fermion states concerns any number of modes and correlators of every order. The results above are its four-point formula, proved for exactly two modes and any normalized vector, including vectors of mixed parity that Wick's theorem does not cover, and its one- and three-point cases for the even state only, obtained directly from the matrices; no Hamiltonian and no density matrix enters. The four-point formula alone does not make a vector of mixed parity a free-fermion state, since the rule for $a_1\psi$ gives $\langle a_1\rangle=\bar c_0c_1+\bar c_2c_3$, which need not vanish. Such a vector is also excluded as a physical pure state by the fermion-parity superselection rule; since products of an even number of the $b_w$ do not connect the two sectors, it gives them the same values as the statistical mixture of its even and odd parts.

The two observations that follow have no theorem of their own in the code. The sector argument applies equally to the one-particle state $(0,c_1,c_2,0)$, which one or three linear operators carry into the even sector, so that its one- and three-point functions vanish too; for $S=1$ its density identity, an instance of `wick_density`, reads $0=P_1P_2-|\bar c_1c_2|^2$. The density identity does not extend to every mixed state, although some obey it (the maximally mixed state gives $\tfrac14=\tfrac12\cdot\tfrac12$): an equal statistical mixture of $\Omega$ and $a_1^\dagger a_2^\dagger\Omega$ would give $\langle n_1n_2\rangle=\tfrac12$ against $\tfrac14$ on the right.
